# Strong concavity of the Gaussian-smearing entropy in the occupation

In a calculation on a metal with Gaussian smearing, the code takes the eigenvalues at the sampled k-points, finds the chemical potential μ that gives the required electron number, and fills each level according to its distance from μ. It then subtracts an entropy term from the energy. For fixed levels with positive weights and a positive smearing width, these occupations give the lowest smeared free energy among all fractional occupations with the same electron number. Any other choice costs at least an amount quadratic in the occupation errors.

The bound comes from a property of a single level: its generalized entropy, regarded as a function of its occupation, lies below each of its tangents by at least a fixed multiple of the squared occupation change.

## Occupation and entropy of one level

Let ε be the energy of a level and σ the smearing width. The reduced energy is x = (ε − μ)/σ. With the normalised Gaussian kernel

g(t) = exp(−t²)/√π,

the occupation is the weight of the kernel above x:

f(x) = ∫_{t>x} g(t) dt.

It runs from 1 far below μ to 0 far above, and any spin degeneracy belongs in the weight of the level. In this convention σ is √2 times the standard deviation of the broadening in energy.

In Lean 4 with Mathlib:

```lean
import Mathlib

open Real

namespace GaussianSmearingEntropy

noncomputable section

/-- Occupation of a level at reduced energy `x` under Gaussian smearing: the weight of the
normalised Gaussian above `x`. -/
def occ (x : ℝ) : ℝ := ∫ t in Set.Ioi x, Real.exp (-t ^ 2) / √π
```

The generalized entropy is

S(x) = exp(−x²)/(2√π).

It is dimensionless and belongs to the smearing scheme. It is not the thermodynamic entropy of electrons at a temperature, and σ is a numerical broadening.

```lean
/-- Generalized entropy of a level at reduced energy `x` under Gaussian smearing. -/
def entropy (x : ℝ) : ℝ := Real.exp (-x ^ 2) / (2 * √π)
```

Both quantities are functions of x in the code, `occ` and `entropy`. Concavity "in the occupation" refers to the curve traced by the pair (f(x), S(x)).

## How fast the occupation falls

Splitting the real line at 0 and at y turns the tail integral into one over a finite interval:

f(y) = f(0) − ∫₀^y g(t) dt.

The fundamental theorem of calculus then gives

f′(x) = −g(x).

```lean
/-- The occupation changes with reduced energy at a rate equal to minus the Gaussian kernel. -/
theorem hasDerivAt_occ (x : ℝ) : HasDerivAt occ (-(Real.exp (-x ^ 2) / √π)) x := by
  have hi : MeasureTheory.Integrable (fun t : ℝ => Real.exp (-t ^ 2) / √π) := by
    have h := integrable_exp_neg_mul_sq (b := (1 : ℝ)) one_pos
    simp only [neg_mul, one_mul] at h
    exact h.div_const _
  have hc : Continuous (fun t : ℝ => Real.exp (-t ^ 2) / √π) := by fun_prop
  -- trade the tail integral for an integral over a finite interval
  have key : occ = fun y => occ 0 - ∫ t in (0 : ℝ)..y, Real.exp (-t ^ 2) / √π := by
    funext y
    have h1 := intervalIntegral.integral_Iic_sub_Iic
      (hi.integrableOn (s := Set.Iic 0)) (hi.integrableOn (s := Set.Iic y))
    have h2 := intervalIntegral.integral_Iic_add_Ioi
      (hi.integrableOn (s := Set.Iic 0)) (hi.integrableOn (s := Set.Ioi 0))
    have h3 := intervalIntegral.integral_Iic_add_Ioi
      (hi.integrableOn (s := Set.Iic y)) (hi.integrableOn (s := Set.Ioi y))
    unfold occ
    linarith
  rw [key]
  exact ((hc.integral_hasStrictDerivAt 0 x).hasDerivAt).const_sub _
```

The Gaussian is integrable, so the pieces of the line can be added and subtracted; this is how `key` obtains the finite-interval formula. The last line differentiates it.

Since g(x) > 0 everywhere, f′(x) < 0, and f is strictly decreasing. Different reduced energies therefore have different occupations.

```lean
/-- The occupation is strictly decreasing in the reduced energy. -/
theorem occ_strictAnti : StrictAnti occ := by
  apply strictAnti_of_deriv_neg
  intro x
  rw [(hasDerivAt_occ x).deriv]
  exact neg_neg_of_pos (by positivity)
```

The fall is also limited, because exp(−z²) ≤ 1:

d/dz [z + √π f(z)] = 1 − exp(−z²) ≥ 0.

The bracket is non-decreasing, so for x ≤ y

x + √π f(x) ≤ y + √π f(y),

which rearranges to

√π (f(x) − f(y)) ≤ y − x.

```lean
/-- Between reduced energies `x ≤ y` the occupation drops by at most `(y - x) / √π`. -/
theorem occ_drop_le {x y : ℝ} (hxy : x ≤ y) : √π * (occ x - occ y) ≤ y - x := by
  have hd : ∀ z, HasDerivAt (fun z => z + √π * occ z) (1 - Real.exp (-z ^ 2)) z := by
    intro z
    have e : √π * (Real.exp (-z ^ 2) / √π) = Real.exp (-z ^ 2) := by field_simp
    exact ((hasDerivAt_id' z).fun_add ((hasDerivAt_occ z).const_mul (√π))).congr_deriv
      (by linear_combination -e)
  have hm : Monotone (fun z => z + √π * occ z) := by
    apply monotone_of_deriv_nonneg (fun z => (hd z).differentiableAt)
    intro z
    rw [(hd z).deriv]
    have := Real.exp_le_one_iff.mpr (neg_nonpos.mpr (sq_nonneg z))
    linarith
  have h : x + √π * occ x ≤ y + √π * occ y := hm hxy
  linarith
```

Here `hd` is the derivative, `hm` the monotonicity, and the final `linarith` the rearrangement.

## The entropy lies below its tangent

The entropy has derivative S′(z) = −z g(z). Dividing by f′(z) = −g(z) gives dS/df = z, so the tangent at reduced energy x has slope x. The claim is that for all real x and y

S(y) ≤ S(x) + x (f(y) − f(x)) − (√π/2)(f(y) − f(x))².

Fix x and let D(z) be the right-hand side minus the left, with z in place of y:

D(z) = S(x) + x (f(z) − f(x)) − (√π/2)(f(z) − f(x))² − S(z).

Differentiating term by term,

D′(z) = −x g(z) + √π (f(z) − f(x)) g(z) + z g(z)
= g(z) [(z − x) + √π (f(z) − f(x))].

For z ≥ x, the bound on the fall of f makes the bracket non-negative. For z ≤ x, the same bound with x and z exchanged makes it non-positive. Thus D decreases or stays level up to x and does not decrease afterwards. Since D(x) = 0, D(y) ≥ 0 for every y.

```lean
/-- Strong concavity of the Gaussian generalized entropy in the occupation: the entropy lies
below its tangent, of slope `x`, by at least `√π / 2` times the squared occupation change. -/
theorem entropy_strongly_concave (x y : ℝ) :
    entropy y ≤ entropy x + x * (occ y - occ x) - √π / 2 * (occ y - occ x) ^ 2 := by
  have hS : ∀ z, HasDerivAt entropy (-(z * (Real.exp (-z ^ 2) / √π))) z := by
    intro z
    have h2 : HasDerivAt (fun t : ℝ => -t ^ 2) (-(2 * z)) z := by
      simpa using (hasDerivAt_pow 2 z).fun_neg
    exact (h2.exp.div_const (2 * √π)).congr_deriv (by ring)
  -- `D` is the difference of the two sides as a function of the second reduced energy
  obtain ⟨D, hDdef⟩ : ∃ D : ℝ → ℝ, D = fun z => entropy x + x * (occ z - occ x)
      - √π / 2 * ((occ z - occ x) * (occ z - occ x)) - entropy z := ⟨_, rfl⟩
  have hD : ∀ z, HasDerivAt D
      (Real.exp (-z ^ 2) / √π * ((z - x) + √π * (occ z - occ x))) z := by
    intro z
    rw [hDdef]
    have hf := (hasDerivAt_occ z).sub_const (occ x)
    exact ((((hf.const_mul x).const_add (entropy x)).fun_sub
      ((hf.fun_mul hf).const_mul (√π / 2))).fun_sub (hS z)).congr_deriv (by ring)
  have hdiff : Differentiable ℝ D := fun z => (hD z).differentiableAt
  -- `D` has its minimum at `x`: it is non-increasing on `z ≤ x` and non-decreasing on `z ≥ x`
  have h : D x ≤ D y := by
    rcases le_total x y with hxy | hxy
    · have hm : MonotoneOn D (Set.Ici x) := by
        apply monotoneOn_of_deriv_nonneg (convex_Ici x) hdiff.continuous.continuousOn
          hdiff.differentiableOn
        intro z hz
        have hz' : x ≤ z := Set.mem_Ici.mp (interior_subset hz)
        have := occ_drop_le hz'
        rw [(hD z).deriv]
        exact mul_nonneg (by positivity) (by linarith)
      exact hm (show x ∈ Set.Ici x from le_refl x) (show y ∈ Set.Ici x from hxy) hxy
    · have hm : AntitoneOn D (Set.Iic x) := by
        apply antitoneOn_of_deriv_nonpos (convex_Iic x) hdiff.continuous.continuousOn
          hdiff.differentiableOn
        intro z hz
        have hz' : z ≤ x := Set.mem_Iic.mp (interior_subset hz)
        have := occ_drop_le hz'
        rw [(hD z).deriv]
        exact mul_nonpos_iff.mpr (Or.inl ⟨by positivity, by linarith⟩)
      exact hm (show y ∈ Set.Iic x from hxy) (show x ∈ Set.Iic x from le_refl x) hxy
  simp only [hDdef] at h
  linarith
```

The facts `hS` and `hD` are the two derivatives. The case split treats y to the right and to the left of x, using monotonicity on a half-line each time, and `occ_drop_le` supplies the sign of the bracket. In the common convention that writes the quadratic term as m/2 times the square, the modulus of strong concavity is m = √π.

## No larger constant works

Suppose the inequality held for all x and y with a constant c in place of √π/2. Set x = 0. Since exp(−y²) ≥ 1 − y²,

c (f(y) − f(0))² ≤ S(0) − S(y) ≤ y²/(2√π).

Divide by y² for y ≠ 0 and let y → 0. The difference quotient of f tends to −1/√π, so

c/π ≤ 1/(2√π), that is, c ≤ √π/2.

```lean
/-- The constant `√π / 2` is optimal: no larger constant gives the strong concavity inequality
for all pairs of reduced energies. -/
theorem concavity_constant_sharp (c : ℝ)
    (h : ∀ x y, entropy y ≤ entropy x + x * (occ y - occ x) - c * (occ y - occ x) ^ 2) :
    c ≤ √π / 2 := by
  have ht := hasDerivAt_iff_tendsto_slope.mp (hasDerivAt_occ 0)
  -- compare both sides at `x = 0` to second order in `y`
  have hle := le_of_tendsto (b := 1 / (2 * √π)) ((ht.pow 2).const_mul c) (by
    filter_upwards [self_mem_nhdsWithin] with y hy
    have hy0 : y ≠ 0 := hy
    have h0 := h 0 y
    have hz : entropy 0 = 1 / (2 * √π) := by simp [entropy]
    have e : (1 - y ^ 2) / (2 * √π) ≤ entropy y := by
      unfold entropy
      have := Real.add_one_le_exp (-y ^ 2)
      exact div_le_div_of_nonneg_right (by linarith) (by positivity)
    have e3 : (1 - y ^ 2) / (2 * √π) = 1 / (2 * √π) - 1 / (2 * √π) * y ^ 2 := by ring
    rw [e3] at e
    rw [slope_def_field, sub_zero, div_pow, ← mul_div_assoc, div_le_iff₀ (by positivity)]
    linarith)
  have hE : Real.exp (-(0 : ℝ) ^ 2) = 1 := by simp
  rw [hE] at hle
  have m := mul_le_mul_of_nonneg_right hle (sq_nonneg (√π))
  have l : c * (-(1 / √π)) ^ 2 * √π ^ 2 = c := by
    rw [neg_sq]
    field_simp
  have r : 1 / (2 * √π) * √π ^ 2 = √π / 2 := by field_simp
  rw [l, r] at m
  exact m
```

The limit `ht` is the difference quotient, and `le_of_tendsto` carries the inequality over to the limit. The closing lines multiply by (√π)² to isolate c.

## Electron number and free energy of many levels

Take finitely many levels i, with weights wᵢ and energies εᵢ. In a crystal, i would label a band and a k-point together, and wᵢ would contain the k-point weight. A trial assigns a real number yᵢ to each level and gives it the occupation f(yᵢ). Its electron number is

N(y) = Σᵢ wᵢ f(yᵢ).

```lean
variable {ι : Type*} [Fintype ι]

/-- Electron number of levels with weights `w` and occupations `occ (y i)`. -/
def electronNumber (w y : ι → ℝ) : ℝ := ∑ i, w i * occ (y i)
```

This parametrisation reaches every occupation strictly between 0 and 1, and yᵢ need not be related to εᵢ. The smeared free energy is the band energy minus σ times the entropy:

F(y) = Σᵢ wᵢ (εᵢ f(yᵢ) − σ S(yᵢ)).

```lean
/-- Smeared free energy, band energy minus `σ` times entropy, of levels with weights `w`,
energies `ε` and occupations `occ (y i)`. -/
def freeEnergy (w ε : ι → ℝ) (σ : ℝ) (y : ι → ℝ) : ℝ :=
  ∑ i, w i * (ε i * occ (y i) - σ * entropy (y i))
```

Gaussian smearing is the particular choice xᵢ = (εᵢ − μ)/σ. In the theorems μ is given, and the trial is required to satisfy N(y) = N(x). This is the constraint that a code imposes when it adjusts μ to the number of electrons.

## The cost of other occupations

Write Δᵢ = f(yᵢ) − f(xᵢ). Multiply the one-level inequality by σwᵢ ≥ 0 and use σxᵢ = εᵢ − μ:

σwᵢ S(yᵢ) ≤ σwᵢ S(xᵢ) + wᵢ(εᵢ − μ)Δᵢ − (σ√π/2) wᵢΔᵢ².

Moving the entropies across and adding the band energy gives

wᵢ(εᵢ f(xᵢ) − σS(xᵢ)) + (σ√π/2) wᵢΔᵢ² + μwᵢΔᵢ ≤ wᵢ(εᵢ f(yᵢ) − σS(yᵢ)).

Sum over i. Equal electron numbers mean Σᵢ wᵢΔᵢ = 0, so the term with μ disappears:

F(x) + (σ√π/2) Σᵢ wᵢΔᵢ² ≤ F(y).

```lean
/-- For nonnegative weights and positive width `σ`, trial occupations with the electron number
of Gaussian smearing at chemical potential `μ` have a free energy above the smeared one by at
least `σ √π / 2` times the weighted sum of squared occupation errors. -/
theorem freeEnergy_excess (w ε y : ι → ℝ) (σ μ : ℝ) (hw : ∀ i, 0 ≤ w i) (hσ : 0 < σ)
    (hN : electronNumber w y = electronNumber w (fun i => (ε i - μ) / σ)) :
    freeEnergy w ε σ (fun i => (ε i - μ) / σ)
      + σ * √π / 2 * ∑ i, w i * (occ (y i) - occ ((ε i - μ) / σ)) ^ 2
      ≤ freeEnergy w ε σ y := by
  -- the concavity inequality for one level, multiplied by its weight and by `σ`
  have key : ∀ i x, σ * x = ε i - μ →
      w i * (ε i * occ x - σ * entropy x) + σ * √π / 2 * (w i * (occ (y i) - occ x) ^ 2)
        + μ * (w i * occ (y i) - w i * occ x)
        ≤ w i * (ε i * occ (y i) - σ * entropy (y i)) := by
    intro i x hx
    have k := mul_le_mul_of_nonneg_left (entropy_strongly_concave x (y i))
      (mul_nonneg (hw i) hσ.le)
    linear_combination k + w i * (occ (y i) - occ x) * hx
  have hsum := Finset.sum_le_sum (s := Finset.univ)
    (fun i _ => key i ((ε i - μ) / σ) (by field_simp))
  simp only [Finset.sum_add_distrib, ← Finset.mul_sum, Finset.sum_sub_distrib] at hsum
  unfold electronNumber at hN
  rw [hN, sub_self, mul_zero, add_zero] at hsum
  unfold freeEnergy
  exact hsum
```

The inner statement `key` is the inequality for one level, `hsum` is its sum, and `hN` removes the μ term. Non-negative weights and σ > 0 are enough here.

Now let every weight be positive, and suppose that a trial with the right electron number has F(y) ≤ F(x). The bound forces

Σᵢ wᵢΔᵢ² ≤ 0,

so every Δᵢ is zero. Because f is strictly decreasing, yᵢ = xᵢ for every i.

```lean
/-- For positive weights and width, a trial with the same electron number whose free energy does
not exceed that of Gaussian smearing has the Gaussian-smearing reduced energies. -/
theorem freeEnergy_minimiser_unique (w ε y : ι → ℝ) (σ μ : ℝ) (hw : ∀ i, 0 < w i) (hσ : 0 < σ)
    (hN : electronNumber w y = electronNumber w (fun i => (ε i - μ) / σ))
    (hF : freeEnergy w ε σ y ≤ freeEnergy w ε σ (fun i => (ε i - μ) / σ)) :
    y = fun i => (ε i - μ) / σ := by
  have h := freeEnergy_excess w ε y σ μ (fun i => (hw i).le) hσ hN
  have hs : ∑ i, w i * (occ (y i) - occ ((ε i - μ) / σ)) ^ 2 ≤ 0 := by
    by_contra hc
    have := mul_pos (by positivity : 0 < σ * √π / 2) (not_le.mp hc)
    linarith
  funext i
  apply occ_strictAnti.injective
  by_contra hne
  -- a single wrong occupation would make the sum of squares positive
  have hi := Finset.single_le_sum
    (f := fun j => w j * (occ (y j) - occ ((ε j - μ) / σ)) ^ 2)
    (fun j _ => mul_nonneg (hw j).le (sq_nonneg _)) (Finset.mem_univ i)
  have hd : occ (y i) - occ ((ε i - μ) / σ) ≠ 0 := sub_ne_zero.mpr hne
  have hp : 0 < w i * (occ (y i) - occ ((ε i - μ) / σ)) ^ 2 :=
    mul_pos (hw i) (by positivity)
  exact absurd (hi.trans hs) (not_le_of_gt hp)

end

end GaussianSmearingEntropy
```

The sum bound is `hs`. If one occupation differed, its term alone would be positive and no larger than the sum, which is the contradiction at the end. A level of zero weight would enter neither N nor F, and its yᵢ would be undetermined.

For non-interacting electrons in fixed levels, this is a variational principle for the occupation step of an electronic-structure calculation. In a self-consistent calculation the levels themselves respond to the occupations through the density, and passing to that setting needs a further argument about the full energy functional.

```lean
#print axioms GaussianSmearingEntropy.entropy_strongly_concave
-- 'GaussianSmearingEntropy.entropy_strongly_concave' depends on axioms: [propext, Classical.choice, Quot.sound]
#print axioms GaussianSmearingEntropy.concavity_constant_sharp
-- 'GaussianSmearingEntropy.concavity_constant_sharp' depends on axioms: [propext, Classical.choice, Quot.sound]
#print axioms GaussianSmearingEntropy.freeEnergy_minimiser_unique
-- 'GaussianSmearingEntropy.freeEnergy_minimiser_unique' depends on axioms: [propext, Classical.choice, Quot.sound]
```

## Empty levels and Fermi–Dirac smearing

Two short extensions follow by ordinary calculus, separately from the code above. First, let y → ∞ in the one-level inequality. Both f(y) and S(y) tend to 0, which leaves

x f(x) + (√π/2) f(x)² ≤ S(x).

This is the inequality for a trial that leaves the level completely empty. The limit y → −∞ treats a full level in the same way, again with zero entropy. The free-energy bound therefore extends to trials with integer occupations.

Second, the argument carries over to Fermi–Dirac occupations f(x) = 1/(exp(x) + 1) with the entropy −f ln f − (1 − f) ln(1 − f). The slope of the entropy in the occupation is again x, and the occupation now falls at a rate f(1 − f) ≤ 1/4. The constant √π/2 is replaced by 2, and with σ = k_B T, where k_B is Boltzmann's constant and T the temperature, the free-energy excess at fixed electron number is at least 2 k_B T Σᵢ wᵢΔᵢ².
